# For symmetric positive definite A and independent constraint rows, the block system is invertible and its solutions are the saddle points

**Q:** "Saddle point" can mean a point where the gradient vanishes, or one that satisfies minimum and maximum inequalities. Which do you use?

**A:** The inequalities, over all points and not just nearby ones. Take coordinates $x\in\mathbb R^n$, a real matrix $A$ of force constants, a constant force $f$, and constraints $Bx=c$ with one multiplier in $l\in\mathbb R^m$ per row of $B$. Define

$$E(x)=\tfrac12x^TAx-f^Tx,\qquad L(x,l)=E(x)+l^T(Bx-c).$$

At a saddle point $(x,l)$, $L(x,k)\le L(x,l)\le L(y,l)$ for all $y$ and $k$. No derivative appears, so the linear equations must be proved.

```lean
import Mathlib

open Matrix

namespace ConstrainedQuadraticSaddle

noncomputable section

variable {n m : Type*} [Fintype n] [Fintype m]

/-- The block matrix `[[A, Bᵀ], [B, 0]]` of a quadratic energy with linear constraints. -/
def kktMatrix (A : Matrix n n ℝ) (B : Matrix m n ℝ) : Matrix (n ⊕ m) (n ⊕ m) ℝ :=
  Matrix.fromBlocks A Bᵀ B 0

/-- The quadratic energy `xᵀ A x / 2 - fᵀ x`. -/
def energy (A : Matrix n n ℝ) (f x : n → ℝ) : ℝ :=
  x ⬝ᵥ A *ᵥ x / 2 - f ⬝ᵥ x

/-- The Lagrangian: the energy plus the multipliers `l` times the constraint error `B x - c`. -/
def lagrangian (A : Matrix n n ℝ) (B : Matrix m n ℝ) (f : n → ℝ) (c : m → ℝ)
    (x : n → ℝ) (l : m → ℝ) : ℝ :=
  energy A f x + l ⬝ᵥ (B *ᵥ x - c)

/-- `(x, l)` is a saddle point: the Lagrangian is maximal in the multipliers at `l`
and minimal in the coordinates at `x`. -/
def IsSaddlePoint (A : Matrix n n ℝ) (B : Matrix m n ℝ) (f : n → ℝ) (c : m → ℝ)
    (x : n → ℝ) (l : m → ℝ) : Prop :=
  ∀ (y : n → ℝ) (k : m → ℝ),
    lagrangian A B f c x k ≤ lagrangian A B f c x l ∧
    lagrangian A B f c x l ≤ lagrangian A B f c y l
```

In Lean, `n` and `m` are finite index types, `*ᵥ` applies a matrix to a vector and `⬝ᵥ` is the dot product.

**Q:** Where is the force balance?

**A:** In the first block row. `Sum.elim x l` stacks the two vectors, and with $K=\begin{pmatrix}A&B^T\\B&0\end{pmatrix}$ the system $K(x,l)=(f,c)$ reads

$$Ax+B^Tl=f,\qquad Bx=c.$$

In this sign convention the constraints exert the force $-B^Tl$.

```lean
/-- The block system consists of the force balance `A x + Bᵀ l = f` and the
constraint `B x = c`. -/
theorem kkt_mulVec_iff (A : Matrix n n ℝ) (B : Matrix m n ℝ) (x : n → ℝ) (l : m → ℝ)
    (f : n → ℝ) (c : m → ℝ) :
    kktMatrix A B *ᵥ Sum.elim x l = Sum.elim f c ↔
      A *ᵥ x + Bᵀ *ᵥ l = f ∧ B *ᵥ x = c := by
  rw [kktMatrix, Matrix.fromBlocks_mulVec]
  simp only [Sum.elim_comp_inl, Sum.elim_comp_inr, Matrix.zero_mulVec, add_zero]
  constructor
  · intro h
    exact ⟨funext fun i => congrFun h (Sum.inl i), funext fun j => congrFun h (Sum.inr j)⟩
  · rintro ⟨h1, h2⟩
    rw [h1, h2]
```

**Q:** And independent rows, physically?

**A:** No row of $B$ is a linear combination of the others, so no constraint is redundant or in conflict with the rest, whatever $c$ is. Equivalently, $B^Tl=0$ forces $l=0$, because $B^Tl$ is the combination of rows with coefficients $l_i$.

```lean
omit [Fintype n] in
/-- The constraint rows are linearly independent exactly when only zero multipliers `l` give `Bᵀ l =
0`. -/
theorem rows_independent_iff (B : Matrix m n ℝ) :
    LinearIndependent ℝ (fun i j => B i j) ↔ ∀ l : m → ℝ, Bᵀ *ᵥ l = 0 → l = 0 := by
  have key : ∀ l : m → ℝ, ∑ i, l i • (fun j => B i j) = Bᵀ *ᵥ l := by
    intro l
    ext j
    simp [Matrix.mulVec, dotProduct, Finset.sum_apply, mul_comm]
  rw [Fintype.linearIndependent_iff]
  constructor
  · intro h l hl
    exact funext (h l ((key l).trans hl))
  · intro h l hl i
    exact congrFun (h l ((key l).symm.trans hl)) i
```

**Q:** Why is $K$ invertible? It has a zero block on its diagonal.

**A:** Suppose $Ax+B^Tl=0$ and $Bx=0$. Pairing the first equation with $x$ gives

$$0=x^TAx+(Bx)^Tl=x^TAx.$$

Positivity gives $x=0$; then $B^Tl=0$, and independence gives $l=0$. A square matrix with trivial kernel is invertible. Conversely, if $B^Tl=0$ with $l\ne0$, then $K(0,l)=0$ and $K$ is singular. Positivity was used only for $Bx=0$, which is all that `hpos` assumes here. In the proof, `hker` is the kernel argument, applied to the difference of two vectors with the same image.

```lean
/-- If `A` is positive on the displacements allowed by the constraints, the block matrix is
invertible exactly when the constraint rows are linearly independent. -/
theorem kkt_isUnit_iff [DecidableEq n] [DecidableEq m] (A : Matrix n n ℝ) (B : Matrix m n ℝ)
    (hpos : ∀ x : n → ℝ, x ≠ 0 → B *ᵥ x = 0 → 0 < x ⬝ᵥ A *ᵥ x) :
    IsUnit (kktMatrix A B) ↔ LinearIndependent ℝ (fun i j => B i j) := by
  rw [← Matrix.mulVec_injective_iff_isUnit, rows_independent_iff]
  constructor
  · intro hinj l hl
    have h : kktMatrix A B *ᵥ Sum.elim (0 : n → ℝ) l
        = kktMatrix A B *ᵥ Sum.elim (0 : n → ℝ) (0 : m → ℝ) := by
      rw [(kkt_mulVec_iff A B 0 l 0 0).mpr ⟨by simp [hl], by simp⟩,
        (kkt_mulVec_iff A B 0 0 0 0).mpr ⟨by simp, by simp⟩]
    exact funext fun i => congrFun (hinj h) (Sum.inr i)
  · intro hB
    -- the homogeneous system has only the zero solution
    have hker : ∀ (x : n → ℝ) (l : m → ℝ), A *ᵥ x + Bᵀ *ᵥ l = 0 → B *ᵥ x = 0 →
        x = 0 ∧ l = 0 := by
      intro x l h1 h2
      have hx : x = 0 := by
        by_contra hne
        have hp := hpos x hne h2
        have h3 : x ⬝ᵥ (A *ᵥ x + Bᵀ *ᵥ l) = 0 := by rw [h1, dotProduct_zero]
        have h4 : x ⬝ᵥ Bᵀ *ᵥ l = 0 := by
          rw [Matrix.dotProduct_mulVec, Matrix.vecMul_transpose, h2, zero_dotProduct]
        rw [dotProduct_add, h4] at h3
        linarith
      refine ⟨hx, hB l ?_⟩
      rw [hx, Matrix.mulVec_zero, zero_add] at h1
      exact h1
    intro z w hzw
    have hzw' : kktMatrix A B *ᵥ z = kktMatrix A B *ᵥ w := hzw
    have e1 : Sum.elim (fun i => (z - w) (Sum.inl i)) (fun j => (z - w) (Sum.inr j))
        = z - w := by
      ext i
      rcases i with i | i <;> rfl
    have e2 : Sum.elim (0 : n → ℝ) (0 : m → ℝ) = 0 := by
      ext i
      rcases i with i | i <;> rfl
    obtain ⟨h1, h2⟩ := (kkt_mulVec_iff A B (fun i => (z - w) (Sum.inl i))
      (fun j => (z - w) (Sum.inr j)) 0 0).mp
        (by rw [e1, e2, Matrix.mulVec_sub, hzw', sub_self])
    obtain ⟨hx, hl⟩ := hker _ _ h1 h2
    ext i
    rcases i with i | i
    · exact sub_eq_zero.mp (congrFun hx i)
    · exact sub_eq_zero.mp (congrFun hl i)
```

**Q:** How do you get from inequalities to equations without differentiating?

**A:** By an exact expansion. For symmetric $A$, the cross terms $\tfrac12(x^TAd+d^TAx)$ equal $(Ax)^Td$, and $l^TBd=(B^Tl)^Td$. Hence

$$L(x+d,l)=L(x,l)+g^Td+\tfrac12d^TAd,\qquad g=Ax+B^Tl-f.$$

The final `linear_combination` assembles these identities.

```lean
/-- Exact expansion of the Lagrangian in a displacement `d` of the coordinates: a gradient
term and a curvature term. -/
theorem lagrangian_add {A : Matrix n n ℝ} (hA : A.IsSymm) (B : Matrix m n ℝ)
    (f : n → ℝ) (c : m → ℝ) (x d : n → ℝ) (l : m → ℝ) :
    lagrangian A B f c (x + d) l = lagrangian A B f c x l
      + (A *ᵥ x + Bᵀ *ᵥ l - f) ⬝ᵥ d + d ⬝ᵥ A *ᵥ d / 2 := by
  have hc : (A *ᵥ x) ⬝ᵥ d = d ⬝ᵥ A *ᵥ x := dotProduct_comm _ _
  have hs : x ⬝ᵥ A *ᵥ d = d ⬝ᵥ A *ᵥ x := by
    rw [Matrix.dotProduct_mulVec x A d, ← Matrix.mulVec_transpose, hA.eq, hc]
  have hB : (Bᵀ *ᵥ l) ⬝ᵥ d = l ⬝ᵥ B *ᵥ d := by
    rw [Matrix.mulVec_transpose, Matrix.dotProduct_mulVec]
  simp only [lagrangian, energy, Matrix.mulVec_add, add_dotProduct, dotProduct_add,
    sub_dotProduct, dotProduct_sub]
  linear_combination hs / 2 - hc - hB
```

Now let $(x,l)$ be a saddle point and $r=Bx-c$. Choosing $k=l+r$ in the first inequality gives $r^Tr\le0$, so $r=0$. Choosing $d=tg$ in the second gives

$$\tfrac12(g^TAg)\,t^2+(g^Tg)\,t\ge0\quad\text{for all }t.$$

The discriminant $(g^Tg)^2$ is therefore at most zero, so $g=0$. What remains is $d^TAd\ge0$ for every $d$.

Conversely, if $r=0$ then $L(x,k)$ does not depend on $k$, and if $g=0$ and $d^TAd\ge0$ then no displacement lowers $L$.

```lean
/-- For symmetric `A`, a point is a saddle point exactly when it satisfies force balance and
the constraint, and `A` has no direction of negative curvature. -/
theorem isSaddlePoint_iff {A : Matrix n n ℝ} (hA : A.IsSymm) (B : Matrix m n ℝ)
    (f : n → ℝ) (c : m → ℝ) (x : n → ℝ) (l : m → ℝ) :
    IsSaddlePoint A B f c x l ↔
      (A *ᵥ x + Bᵀ *ᵥ l = f ∧ B *ᵥ x = c) ∧ ∀ d : n → ℝ, 0 ≤ d ⬝ᵥ A *ᵥ d := by
  constructor
  · intro h
    -- moving the multipliers along the constraint error forces that error to vanish
    have hr : B *ᵥ x - c = 0 := by
      have h1 := (h x (l + (B *ᵥ x - c))).1
      simp only [lagrangian, add_dotProduct] at h1
      exact dotProduct_self_eq_zero.mp
        (le_antisymm (by linarith) (Finset.sum_nonneg fun i _ => mul_self_nonneg _))
    obtain ⟨g, hg⟩ : ∃ g, g = A *ᵥ x + Bᵀ *ᵥ l - f := ⟨_, rfl⟩
    have hmin : ∀ d : n → ℝ, 0 ≤ g ⬝ᵥ d + d ⬝ᵥ A *ᵥ d / 2 := by
      intro d
      have h1 := (h (x + d) l).2
      rw [lagrangian_add hA, ← hg] at h1
      linarith
    -- a quadratic in the step length along the gradient has non-positive discriminant
    have hq : ∀ t : ℝ, 0 ≤ (g ⬝ᵥ A *ᵥ g / 2) * (t * t) + (g ⬝ᵥ g) * t + 0 := by
      intro t
      have h1 := hmin (t • g)
      simp only [Matrix.mulVec_smul, smul_dotProduct, dotProduct_smul, smul_eq_mul] at h1
      linarith
    have hd := discrim_le_zero hq
    rw [discrim] at hd
    have hgg : g ⬝ᵥ g = 0 :=
      (pow_eq_zero_iff two_ne_zero).mp (le_antisymm (by linarith) (sq_nonneg _))
    have hg0 : g = 0 := dotProduct_self_eq_zero.mp hgg
    refine ⟨⟨sub_eq_zero.mp (hg.symm.trans hg0), sub_eq_zero.mp hr⟩, fun d => ?_⟩
    have h1 := hmin d
    rw [hg0, zero_dotProduct] at h1
    linarith
  · rintro ⟨⟨h1, h2⟩, h3⟩ y k
    constructor
    · simp [lagrangian, h2]
    · have e := lagrangian_add hA B f c x (y - x) l
      rw [add_sub_cancel, h1, sub_self, zero_dotProduct] at e
      linarith [h3 (y - x)]
```

**Q:** So the main theorem only combines these?

**A:** Yes. `hA` states symmetry, `hpos` positivity for every nonzero vector, and `hB` independence. `IsUnit` means invertible.

```lean
/-- For symmetric positive definite `A` and independent constraint rows, the block matrix is
invertible, and the solutions of its linear system are exactly the saddle points. -/
theorem kkt_invertible_and_saddle [DecidableEq n] [DecidableEq m] {A : Matrix n n ℝ}
    {B : Matrix m n ℝ} (hA : A.IsSymm) (hpos : ∀ x : n → ℝ, x ≠ 0 → 0 < x ⬝ᵥ A *ᵥ x)
    (hB : LinearIndependent ℝ (fun i j => B i j)) :
    IsUnit (kktMatrix A B) ∧ ∀ (f : n → ℝ) (c : m → ℝ) (x : n → ℝ) (l : m → ℝ),
      kktMatrix A B *ᵥ Sum.elim x l = Sum.elim f c ↔ IsSaddlePoint A B f c x l := by
  refine ⟨(kkt_isUnit_iff A B fun x hx _ => hpos x hx).mpr hB, fun f c x l => ?_⟩
  rw [kkt_mulVec_iff, isSaddlePoint_iff hA]
  refine ⟨fun h => ⟨h, fun d => ?_⟩, fun h => h.1⟩
  by_cases hd : d = 0
  · simp [hd]
  · exact (hpos d hd).le
```

Existence follows by applying $K^{-1}$ to $(f,c)$, uniqueness from injectivity of $K$.

```lean
/-- For symmetric positive definite `A` and independent constraint rows, the Lagrangian has
exactly one saddle point for every `f` and `c`. -/
theorem existsUnique_saddle [DecidableEq n] [DecidableEq m] {A : Matrix n n ℝ}
    {B : Matrix m n ℝ} (hA : A.IsSymm) (hpos : ∀ x : n → ℝ, x ≠ 0 → 0 < x ⬝ᵥ A *ᵥ x)
    (hB : LinearIndependent ℝ (fun i j => B i j)) (f : n → ℝ) (c : m → ℝ) :
    ∃! p : (n → ℝ) × (m → ℝ), IsSaddlePoint A B f c p.1 p.2 := by
  obtain ⟨hu, hs⟩ := kkt_invertible_and_saddle hA hpos hB
  have hdet := (Matrix.isUnit_iff_isUnit_det _).mp hu
  obtain ⟨z, hz⟩ : ∃ z, kktMatrix A B *ᵥ z = Sum.elim f c :=
    ⟨(kktMatrix A B)⁻¹ *ᵥ Sum.elim f c, by
      rw [Matrix.mulVec_mulVec, Matrix.mul_nonsing_inv _ hdet, Matrix.one_mulVec]⟩
  have e : Sum.elim (fun i => z (Sum.inl i)) (fun j => z (Sum.inr j)) = z := by
    ext i
    rcases i with i | i <;> rfl
  refine ⟨(fun i => z (Sum.inl i), fun j => z (Sum.inr j)),
    (hs f c _ _).mp (by rw [e, hz]), ?_⟩
  rintro ⟨y, k⟩ hy
  have h1 := (hs f c y k).mpr hy
  have h2 : Sum.elim y k = z :=
    Matrix.mulVec_injective_iff_isUnit.mpr hu (h1.trans hz.symm)
  exact Prod.ext (funext fun i => congrFun h2 (Sum.inl i))
    (funext fun j => congrFun h2 (Sum.inr j))
```

**Q:** I want the constrained energy minimum, not a saddle of $L$.

**A:** Let $x$ solve the system, let $By=c$ and put $d=y-x\ne0$. Then $Bd=0$, and $L=E$ at both points, so $E(y)-E(x)=\tfrac12d^TAd>0$. Positivity along allowed displacements is enough.

```lean
/-- If symmetric `A` is positive on the displacements allowed by the constraints, a solution
of the block system has strictly lower energy than every other point with `B y = c`. -/
theorem energy_lt_of_constraint {A : Matrix n n ℝ} {B : Matrix m n ℝ} (hA : A.IsSymm)
    (hpos : ∀ x : n → ℝ, x ≠ 0 → B *ᵥ x = 0 → 0 < x ⬝ᵥ A *ᵥ x)
    {f x y : n → ℝ} {c l : m → ℝ}
    (hsol : kktMatrix A B *ᵥ Sum.elim x l = Sum.elim f c)
    (hy : B *ᵥ y = c) (hne : y ≠ x) : energy A f x < energy A f y := by
  obtain ⟨h1, h2⟩ := (kkt_mulVec_iff A B x l f c).mp hsol
  have e := lagrangian_add hA B f c x (y - x) l
  rw [add_sub_cancel, h1, sub_self, zero_dotProduct] at e
  -- on the constraint set the Lagrangian equals the energy
  simp only [lagrangian, h2, hy, sub_self, dotProduct_zero, add_zero] at e
  have hp := hpos (y - x) (sub_ne_zero.mpr hne) (by rw [Matrix.mulVec_sub, hy, h2, sub_self])
  linarith

end

end ConstrainedQuadraticSaddle
```

```lean
#print axioms ConstrainedQuadraticSaddle.kkt_invertible_and_saddle
#print axioms ConstrainedQuadraticSaddle.existsUnique_saddle
#print axioms ConstrainedQuadraticSaddle.energy_lt_of_constraint
```

```
'ConstrainedQuadraticSaddle.kkt_invertible_and_saddle' depends on axioms: [propext, Classical.choice, Quot.sound]
'ConstrainedQuadraticSaddle.existsUnique_saddle' depends on axioms: [propext, Classical.choice, Quot.sound]
'ConstrainedQuadraticSaddle.energy_lt_of_constraint' depends on axioms: [propext, Classical.choice, Quot.sound]
```

**Q:** Show me numbers.

**A:** Take $A=\mathrm{diag}(2,1)$, $B=(1\;\;1)$, $f=0$, $c=3$. The equations $2x_1+l=0$, $x_2+l=0$, $x_1+x_2=3$ give $l=-2$ and $x=(1,2)$, with $E=3$. At the allowed point $(1+t,2-t)$ the energy is $3+\tfrac32t^2$.

**Q:** And if $A$ is positive only along allowed displacements?

**A:** The saddle property can fail. Take $A=\mathrm{diag}(1,-1)$, $B=(0\;\;1)$, $f=0$, $c=0$. Then $K$ is invertible and the solution is $x=0$, $l=0$, the constrained minimum. But $L(x,0)=\tfrac12(x_1^2-x_2^2)$ decreases along $x_2$, so the solution violates the minimum inequality. It is not a saddle point in the sense used here, although the gradient of $L$ vanishes there.

**Q:** Where would I meet this in a simulation?

**A:** In a constrained geometry optimisation, for a single step with a quadratic energy model and linearised equality constraints. Check positivity first: for a free molecule in Cartesian coordinates, a uniform translation costs no energy, so the exact Hessian is not positive definite. If the constraints fix only internal coordinates such as bond lengths, they allow that translation too, and $K$ is singular. Anharmonic energies, curved constraints and convergence over many steps are not covered.
